# With a Fixed Distance Cutoff Only Within Each Product of Two Basis Functions, the Number of Integral Quartets in a Long Chain Is Quadratic in the Number of Atoms

## Two-electron integrals in a long molecule

A Hartree–Fock calculation on a long chain molecule, with basis functions centred on the atoms and without density fitting or a similar approximation, uses two-electron repulsion integrals $(\mu\nu|\lambda\sigma)$, each labelled by four basis functions. With $N$ atoms and $b$ functions on each atom there are $(Nb)^4$ such labels, so doubling the chain multiplies their number by sixteen.

Many of these integrals are negligible. The functions $\mu$ and $\nu$ enter through their product, which is tiny when localised functions sit on distant atoms. The same holds for $\lambda$ and $\sigma$. The Coulomb interaction between the two products, however, decays much more slowly with distance, so the model here discards no integral on account of the distance between the pairs. How many quartets remain if only the distance within each pair is tested?

## A sharp cutoff on a uniform chain

Put the atoms at positions $0,1,\dots,N-1$. Call an ordered pair of functions significant when the positions $i$ and $j$ of their atoms satisfy $|i-j|\le m$. The integer $m$ is the cutoff, standing for the range beyond which the product of two functions is treated as negligible. A quartet is an ordered pair of significant ordered pairs.

For $m\le N$, the number of quartets is

$$Q(N)=b^4\,\bigl(N(2m+1)-m(m+1)\bigr)^2 .$$

At fixed $m$ this is quartic in $b$ but quadratic in $N$. For $N=10$, $b=5$ and $m=2$, it gives $1\,210\,000$ quartets, against $6\,250\,000$ without screening.

## Counting by adding one atom at a time

Let $P(N)$ be the number of ordered atom pairs $(i,j)$ with $|i-j|\le m$.

**The new atom's neighbours.** Add an atom at position $N$ to a chain of $N\ge m$ atoms. The earlier atoms within range are those with $N-m\le j\le N-1$, and there are exactly $m$ of them.

**The atom pairs.** The new atom contributes $m$ pairs as first member, $m$ as second member, and one pair with itself:

$$P(N+1)=P(N)+2m+1 .$$

In a chain of $m$ atoms no two positions differ by more than $m$, so $P(m)=m^2$. Therefore

$$P(N)=m^2+(N-m)(2m+1)=N(2m+1)-m(m+1).$$

The first term gives every atom the $2m+1$ partners of an interior atom. The second removes the partners missing at the ends, $1+2+\dots+m=m(m+1)/2$ at each.

**The function pairs.** Each atom pair carries $b$ choices for the first function and $b$ for the second, hence $b^2P(N)$ significant pairs.

**The quartets.** The two pairs are chosen independently, so $Q(N)=\bigl(b^2P(N)\bigr)^2$, which is the stated formula.

## Short chains and the long-chain limit

If $N\le m+1$, the largest difference of positions is at most $m$. Nothing is screened out, and the count is the full $(Nb)^4$. A chain this short shows quartic growth in $N$.

For long chains, divide by $N^2$:

$$\frac{Q(N)}{N^2}=b^4\left(2m+1-\frac{m(m+1)}{N}\right)^2\longrightarrow b^4(2m+1)^2 .$$

The end correction vanishes like $1/N$. In the example above, doubling the chain to $20$ atoms multiplies the count by about $4.56$, still somewhat more than the limiting factor of four.

## The formula can fail when the cutoff exceeds the number of atoms

The condition $m\le N$ cannot be relaxed even to $m\le N+1$. Take $N=2$, $m=3$ and $b=1$. All four ordered atom pairs are in range, so there are $16$ quartets, but the formula gives $(2\cdot 7-3\cdot 4)^2=4$. The end correction removes $1+2+3$ partners at each end, as if three atoms were short of partners there. With only two atoms, the number missing on each side is $3+2$, so one too many is removed at each end.

## The count as stated in Lean

An atom is an element of `Fin N`, whose value is its position, and a basis function is an element of `Fin N × Fin b`: an atom together with a function label on it. The set `atomPairs N m` contains the atom pairs within range. The set `significantPairs N b m` applies the same test to function pairs, looking only at their atoms. Positions are converted to integers before subtraction, so the absolute value is the ordinary distance. Finally, `quartets N b m` is the product of `significantPairs N b m` with itself.

The main theorem, `card_quartets`, says that for every `b`, and for `m ≤ N`, the number of elements of this product is the formula above. The equation is between integers, so its subtraction is genuine. `card_quartets_short_chain` gives $(Nb)^4$ for `N ≤ m + 1`, and `quartets_quadratic_scaling` states the limit over the real numbers, with `b` and `m` fixed.

Pairs are ordered throughout, so integrals equal by permutational symmetry are counted separately. The model has one dimension, the same number of functions on every atom and a sharp cutoff in place of an estimate of each integral's size. It counts integrals and says nothing about the time needed for each one or for the screening itself. Within these restrictions, the result describes how the number of integrals kept by a pair cutoff responds to a longer chain or to more functions per atom. The power $b^4$ assumes an unchanged cutoff; adding diffuse functions would normally call for a larger $m$ as well.

## The complete Lean file

```lean
import Mathlib

open Filter Topology

namespace ScreenedIntegralCount

/-- Ordered pairs of atoms in a chain of `N` atoms whose positions differ by at most `m`. -/
def atomPairs (N m : ℕ) : Finset (Fin N × Fin N) :=
  Finset.univ.filter fun p => |((p.1 : ℕ) : ℤ) - ((p.2 : ℕ) : ℤ)| ≤ (m : ℤ)

/-- Significant ordered pairs of basis functions, with `b` functions on each of `N` atoms:
the positions of their atoms differ by at most `m`. -/
def significantPairs (N b m : ℕ) : Finset ((Fin N × Fin b) × (Fin N × Fin b)) :=
  Finset.univ.filter fun p => |((p.1.1 : ℕ) : ℤ) - ((p.2.1 : ℕ) : ℤ)| ≤ (m : ℤ)

/-- The quartets of basis functions kept by the screening: ordered pairs of significant
ordered pairs. -/
def quartets (N b m : ℕ) :
    Finset (((Fin N × Fin b) × (Fin N × Fin b)) × ((Fin N × Fin b) × (Fin N × Fin b))) :=
  significantPairs N b m ×ˢ significantPairs N b m

/-- An atom added at the end of a chain of `N ≥ m` atoms has exactly `m` earlier atoms
within distance `m`. -/
theorem card_neighbours_of_end {N m : ℕ} (h : m ≤ N) :
    ((Finset.range N).filter fun j : ℕ => |(N : ℤ) - (j : ℤ)| ≤ (m : ℤ)).card = m := by
  have e : ((Finset.range N).filter fun j : ℕ => |(N : ℤ) - (j : ℤ)| ≤ (m : ℤ))
      = Finset.Ico (N - m) N := by
    ext j
    simp only [Finset.mem_filter, Finset.mem_range, Finset.mem_Ico, abs_le]
    omega
  rw [e, Nat.card_Ico]
  omega

/-- In a chain of `N ≥ m` atoms, the number of ordered atom pairs within distance `m` is
`N (2m + 1) - m (m + 1)`. -/
theorem card_atomPairs {N m : ℕ} (h : m ≤ N) :
    ((atomPairs N m).card : ℤ) = N * (2 * m + 1) - m * (m + 1) := by
  -- write the count as a double sum over positions
  have hsum : (atomPairs N m).card = ∑ i ∈ Finset.range N, ∑ j ∈ Finset.range N,
      (if |(i : ℤ) - (j : ℤ)| ≤ (m : ℤ) then 1 else 0) := by
    unfold atomPairs
    rw [Finset.card_filter, Fintype.sum_prod_type, Finset.sum_range]
    refine Finset.sum_congr rfl fun i _ => ?_
    exact (Finset.sum_range
      (fun j : ℕ => if |((i : ℕ) : ℤ) - (j : ℤ)| ≤ (m : ℤ) then 1 else 0)).symm
  -- let the chain grow atom by atom, starting from length `m`
  have key : (∑ i ∈ Finset.range N, ∑ j ∈ Finset.range N,
      (if |(i : ℤ) - (j : ℤ)| ≤ (m : ℤ) then 1 else 0)) + m * (m + 1)
      = N * (2 * m + 1) := by
    clear hsum
    induction N, h using Nat.le_induction with
    | base =>
      have all : (∑ i ∈ Finset.range m, ∑ j ∈ Finset.range m,
          (if |(i : ℤ) - (j : ℤ)| ≤ (m : ℤ) then 1 else 0))
          = ∑ i ∈ Finset.range m, ∑ j ∈ Finset.range m, 1 := by
        refine Finset.sum_congr rfl fun i hi => Finset.sum_congr rfl fun j hj => if_pos ?_
        rw [Finset.mem_range] at hi hj
        rw [abs_le]
        constructor <;> omega
      rw [all]
      simp only [Finset.sum_const, Finset.card_range, smul_eq_mul, mul_one]
      ring
    | succ N h ih =>
      -- the new atom contributes a row, a column and a diagonal entry
      have row := card_neighbours_of_end h
      rw [Finset.card_filter] at row
      have col : (∑ i ∈ Finset.range N,
          (if |(i : ℤ) - (N : ℤ)| ≤ (m : ℤ) then 1 else 0)) = m := by
        have e : ∀ i : ℕ, |(i : ℤ) - (N : ℤ)| = |(N : ℤ) - (i : ℤ)| :=
          fun i => abs_sub_comm _ _
        simp only [e]
        exact row
      have diag : (if |(N : ℤ) - (N : ℤ)| ≤ (m : ℤ) then 1 else 0) = (1 : ℕ) := by simp
      simp only [Finset.sum_range_succ, Finset.sum_add_distrib]
      rw [row, col, diag]
      linarith
  rw [← hsum] at key
  have key' : ((atomPairs N m).card : ℤ) + m * (m + 1) = N * (2 * m + 1) := by
    exact_mod_cast key
  linarith

/-- With `b` basis functions per atom, there are `b ^ 2` significant function pairs for each
ordered atom pair within distance `m`. -/
theorem card_significantPairs (N b m : ℕ) :
    (significantPairs N b m).card = b ^ 2 * (atomPairs N m).card := by
  -- write both counts as sums over atoms and functions
  have hs : (significantPairs N b m).card
      = ∑ i : Fin N, ∑ _a : Fin b, ∑ j : Fin N, ∑ _c : Fin b,
        (if |((i : ℕ) : ℤ) - ((j : ℕ) : ℤ)| ≤ (m : ℤ) then 1 else 0) := by
    have h : (significantPairs N b m).card = _ := Finset.card_filter _ _
    simp only [Fintype.sum_prod_type] at h
    exact h
  have ha : (atomPairs N m).card
      = ∑ i : Fin N, ∑ j : Fin N,
        (if |((i : ℕ) : ℤ) - ((j : ℕ) : ℤ)| ≤ (m : ℤ) then 1 else 0) := by
    have h : (atomPairs N m).card = _ := Finset.card_filter _ _
    simp only [Fintype.sum_prod_type] at h
    exact h
  rw [hs, ha]
  -- the summand does not depend on the functions, so each function sum gives a factor `b`
  simp only [Finset.sum_const, Finset.card_univ, Fintype.card_fin, smul_eq_mul,
    ← Finset.mul_sum]
  ring

/-- In a chain of `N ≥ m` atoms with `b` basis functions each, the number of ordered pairs of
significant ordered pairs is `b ^ 4 (N (2m + 1) - m (m + 1)) ^ 2`. -/
theorem card_quartets {N m : ℕ} (b : ℕ) (h : m ≤ N) :
    ((quartets N b m).card : ℤ) = b ^ 4 * (N * (2 * m + 1) - m * (m + 1)) ^ 2 := by
  rw [quartets, Finset.card_product, card_significantPairs]
  push_cast
  rw [card_atomPairs h]
  ring

/-- In a chain of at most `m + 1` atoms the screening removes nothing: all `(N b) ^ 4`
quartets of basis functions are kept. -/
theorem card_quartets_short_chain {N m : ℕ} (b : ℕ) (h : N ≤ m + 1) :
    (quartets N b m).card = (N * b) ^ 4 := by
  have all : significantPairs N b m = Finset.univ := by
    unfold significantPairs
    refine Finset.filter_true_of_mem fun p _ => ?_
    have h1 := p.1.1.isLt
    have h2 := p.2.1.isLt
    rw [abs_le]
    constructor <;> omega
  rw [quartets, all]
  simp only [Finset.card_product, Finset.card_univ, Fintype.card_prod, Fintype.card_fin]
  ring

/-- At fixed `b` and `m`, the number of quartets divided by `N ^ 2` tends to
`b ^ 4 (2m + 1) ^ 2` as the chain grows. -/
theorem quartets_quadratic_scaling (b m : ℕ) :
    Tendsto (fun N : ℕ => ((quartets N b m).card : ℝ) / (N : ℝ) ^ 2) atTop
      (𝓝 ((b : ℝ) ^ 4 * (2 * (m : ℝ) + 1) ^ 2)) := by
  -- the correction from the two chain ends vanishes like `1 / N`
  have h0 : Tendsto (fun N : ℕ => ((m : ℝ) * ((m : ℝ) + 1)) / (N : ℝ)) atTop (𝓝 0) :=
    tendsto_const_div_atTop_nhds_zero_nat _
  have h1 := (((tendsto_const_nhds (x := 2 * (m : ℝ) + 1)).sub h0).pow 2).const_mul
    ((b : ℝ) ^ 4)
  rw [sub_zero] at h1
  refine h1.congr' ?_
  filter_upwards [eventually_ge_atTop (m + 1)] with N hN
  have hN0 : (N : ℝ) ≠ 0 := by
    have : N ≠ 0 := by omega
    exact_mod_cast this
  have hc : ((quartets N b m).card : ℝ)
      = (b : ℝ) ^ 4 * ((N : ℝ) * (2 * (m : ℝ) + 1) - (m : ℝ) * ((m : ℝ) + 1)) ^ 2 := by
    have hz := congrArg (fun z : ℤ => (z : ℝ)) (card_quartets b (show m ≤ N by omega))
    push_cast at hz
    exact hz
  have e : 2 * (m : ℝ) + 1 - ((m : ℝ) * ((m : ℝ) + 1)) / (N : ℝ)
      = ((N : ℝ) * (2 * (m : ℝ) + 1) - (m : ℝ) * ((m : ℝ) + 1)) / (N : ℝ) := by
    rw [eq_div_iff hN0, sub_mul, div_mul_cancel₀ _ hN0]
    ring
  show (b : ℝ) ^ 4 * (2 * (m : ℝ) + 1 - ((m : ℝ) * ((m : ℝ) + 1)) / (N : ℝ)) ^ 2
    = ((quartets N b m).card : ℝ) / (N : ℝ) ^ 2
  rw [hc, e, div_pow, mul_div_assoc]

end ScreenedIntegralCount
```

```lean
#print axioms ScreenedIntegralCount.card_quartets_short_chain
#print axioms ScreenedIntegralCount.quartets_quadratic_scaling
```

```
'ScreenedIntegralCount.card_quartets_short_chain' depends on axioms: [propext, Classical.choice, Quot.sound]
'ScreenedIntegralCount.quartets_quadratic_scaling' depends on axioms: [propext, Classical.choice, Quot.sound]
```

## From the new atom to the quartet count

`card_neighbours_of_end` is the neighbour count. It identifies the filtered set of earlier positions with the interval `Finset.Ico (N - m) N`, which includes its lower end and excludes its upper one. The tactic `omega` settles the integer inequalities and then the length of the interval.

`card_atomPairs` carries out the induction. The step `hsum` writes the number of pairs as a double sum of ones and zeros over positions. The statement `key` is then proved in the form

$$P(N)+m(m+1)=N(2m+1),$$

which needs no subtraction and can stay in the natural numbers. The induction `Nat.le_induction` starts at $N=m$, where every summand is one and the sum is $m^2$. In the successor step, `Finset.sum_range_succ` splits off the last row and column of the table of pairs. Their contributions are named `row`, `col` and `diag`, with values $m$, $m$ and $1$. The row is the preceding lemma, and the column follows from it by the symmetry of the distance. The result is then moved to the integers and rearranged.

`card_significantPairs` needs no condition on the cutoff. It writes both counts as sums; since the summand depends only on the atoms, each of the two sums over function labels gives a factor $b$.

`card_quartets` combines these results: `Finset.card_product` turns the product set into a product of counts, the two previous theorems supply the values, and `ring` collects the powers.

For short chains, the proof shows that every function pair passes the test, so `significantPairs` is the set of all pairs. It has $(Nb)^2$ elements, and its product with itself has $(Nb)^4$.

The limit is proved first for the explicit expression $b^4\bigl(2m+1-m(m+1)/N\bigr)^2$, using the fact `h0` that the end correction tends to zero. The proof then shows that this expression equals the quartet count divided by $N^2$ for all $N\ge m+1$. That range ensures both $N\ne 0$ and $m\le N$, so the division is legitimate and `card_quartets` applies. Agreement from some $N$ onwards is enough for the two limits to coincide.
